# The smallest bond dimension of an exact open-boundary MPS for a Dicke state with $k$ ones on $N\ge 2k$ qubits is $k+1$

Suppose a matrix product state (MPS) code with open boundaries is asked to hold the four-qubit Dicke state with two excitations, the equal superposition of the six strings with two ones, at bond dimension 2. It cannot do so. Across the middle cut the normalised state has three Schmidt terms, with squared weights $1/6$, $2/3$ and $1/6$, and keeping two of them loses at least $1/6$ of the squared norm. No other choice of tensors at that bond dimension gives the state exactly.

## Rank $k+1$ at the cut, bond dimension $k+1$ in the network

Let $w(s)$ be the number of ones in a string $s$ of $N$ bits. The unnormalised Dicke state has amplitude $\psi(s)=1$ if $w(s)=k$ and $0$ otherwise. For $k\le N$, the normalised amplitude is $\binom Nk^{-1/2}$ in place of 1, which changes no rank.

Cut the chain into $m$ left and $n=N-m$ right sites, and let $M_{ab}=\psi(ab)$ for left strings $a$ and right strings $b$. If $k\le m$ and $k\le n$, then
$$\operatorname{rank}M=k+1 .$$
If $2k\le N$, an open-boundary MPS with the same bond dimension $D$ at every bond represents the state exactly if and only if $D\ge k+1$. The tensors may differ from site to site.

## Loading a state with $k$ shared excitations

A simulation of collective spins can start from this state, and the result fixes the bond dimension that the exact initial state needs on a finite chain; it says nothing about growth under later time evolution.

For $N=4$ and $k=2$, the code stores the identity for label 0 and
$$S=\begin{pmatrix}0&1&0\\0&0&1\\0&0&0\end{pmatrix}$$
for label 1, on every site. With bond indices $0,1,2$, the left boundary vector is $e_0$ and the right one is $e_2/\sqrt6$. Contracting from the left, the row vector $e_0$ moves one place for each one that is read. The string 0101 takes it to $e_2$ and gives $1/\sqrt6$; the string 0111 pushes it off the end and gives 0. For $N=100$ and $k=2$, the site tensors hold $100\cdot2\cdot3^2=1800$ numbers; the full vector has $2^{100}$ amplitudes, of which $\binom{100}{2}=4950$ are non-zero.

## Counting ones on each side of the cut

**The rank.** Since $w(ab)=w(a)+w(b)$, the entry $M_{ab}$ is 1 exactly when $w(a)+w(b)=k$. The possible left counts form the set
$$J=\{j: 0\le j\le k,\ j\le m,\ k-j\le n\}.$$
Define $L_{aj}=\delta_{w(a),j}$ and $R_{jb}=\delta_{j+w(b),k}$ for $j\in J$. If $w(a)+w(b)=k$, then $w(a)\in J$, and $\sum_j L_{aj}R_{jb}$ has the single non-zero term $j=w(a)$, equal to 1. Otherwise no $j$ satisfies both conditions and the sum is 0. Hence $M=LR$ and $\operatorname{rank}M\le|J|$.

For the reverse bound, let $a_j$ be the left string that begins with $j$ ones and continues with zeros, and let $b_j$ be the right string that begins with $k-j$ ones. For $i,j\in J$,
$$M_{a_i b_j}=1\iff i+(k-j)=k\iff i=j .$$
These rows and columns form an identity matrix of size $|J|$, so $\operatorname{rank}M=|J|$. When $k\le m$ and $k\le n$, $J=\{0,\dots,k\}$ and the rank is $k+1$.

**The construction.** For any $D>k$, let $S_{ij}=\delta_{j,i+1}$ with $0\le i,j<D$. Then $(S^p)_{ij}=\delta_{j,i+p}$. This holds for $p=0$, and
$$(S^{p+1})_{ij}=\sum_x S_{ix}(S^p)_{xj}=\delta_{j,i+1+p},$$
because only $x=i+1$ contributes. If $i+1=D$, there is no such $x$, and both sides vanish because $j<D$. The ordered product of site matrices along $s$ is $S^{w(s)}$, so the boundary vectors $e_0$ and $e_k$ give $(S^{w(s)})_{0k}=\delta_{k,w(s)}=\psi(s)$.

**The lower bound.** Write $A_i^{s_i}$ for the matrix at site $i$, with sites numbered from 0, and $l$ and $r$ for the boundary vectors. In any open-boundary MPS the product splits at the cut:
$$M_{ab}=\sum_{x=0}^{D-1}\big(l^{T}A_0^{a_0}\cdots A_{m-1}^{a_{m-1}}\big)_x\big(A_m^{b_0}\cdots A_{N-1}^{b_{n-1}}r\big)_x .$$
Hence $\operatorname{rank}M\le D$. Cut after $m=k$ sites. Since $2k\le N$, the right block has $n=N-k\ge k$ sites, the rank is $k+1$, and $D\ge k+1$.

**More than half ones.** The condition $2k\le N$ cannot be relaxed even to $2k\le N+1$. For $N=k=1$ the state is $|1\rangle$, which has an MPS with $D=1$: take $A_0^0=0$, $A_0^1=1$ and $l=r=1$. The formula $k+1$ would demand 2.

## The Lean source

```lean
import Mathlib

open Matrix

namespace DickeMPS

noncomputable section

/-- The number of ones in a string of qubit labels. -/
def weight {n : ℕ} (s : Fin n → Bool) : ℕ := ∑ i, (s i).toNat

/-- The unnormalised Dicke state of `N` qubits: amplitude 1 on strings with exactly `k` ones, and 0
on all others. For `k > N` there are no such strings and this is the zero function. -/
def dicke (N k : ℕ) (s : Fin N → Bool) : ℂ := if weight s = k then 1 else 0

/-- The left-right amplitude matrix of a state of `m + n` qubits, cut after the first `m`. -/
def cutMatrix {m n : ℕ} (ψ : (Fin (m + n) → Bool) → ℂ) :
    Matrix (Fin m → Bool) (Fin n → Bool) ℂ :=
  Matrix.of fun a b => ψ (Fin.append a b)

/-- The amplitude of an open-boundary matrix product state with site-dependent tensors `A`
and boundary vectors `l` and `r`. -/
def mpsAmp {N D : ℕ} (A : Fin N → Bool → Matrix (Fin D) (Fin D) ℂ) (l r : Fin D → ℂ)
    (s : Fin N → Bool) : ℂ :=
  l ⬝ᵥ ((List.ofFn fun i => A i (s i)).prod *ᵥ r)

/-- The shift matrix, with entry 1 from each bond index to the next and 0 elsewhere. -/
def shift (D : ℕ) : Matrix (Fin D) (Fin D) ℂ :=
  Matrix.of fun i j => if (j : ℕ) = i + 1 then 1 else 0

/-- The tensor of one site: the identity for label 0, the shift matrix for label 1. -/
def siteTensor (D : ℕ) (b : Bool) : Matrix (Fin D) (Fin D) ℂ := if b then shift D else 1

/-- The possible numbers of ones on the left when `k` ones are shared between `m` left
and `n` right sites. -/
def splits (m n k : ℕ) : Finset ℕ :=
  (Finset.range (k + 1)).filter fun j => j ≤ m ∧ k ≤ j + n

/-- The string whose first `j` labels are ones and whose other labels are zeros. -/
def fill (n j : ℕ) : Fin n → Bool := fun i => decide ((i : ℕ) < j)

lemma mem_splits {m n k j : ℕ} : j ∈ splits m n k ↔ j ≤ k ∧ j ≤ m ∧ k ≤ j + n := by
  simp [splits]

lemma weight_le {n : ℕ} (s : Fin n → Bool) : weight s ≤ n := by
  calc weight s ≤ ∑ _i : Fin n, 1 :=
        Finset.sum_le_sum fun i _ => by cases s i <;> simp
    _ = n := by simp

lemma weight_fill (n j : ℕ) : weight (fill n j) = min n j := by
  unfold weight fill
  rw [Fin.sum_univ_eq_sum_range (fun i => (decide (i < j)).toNat) n]
  induction n with
  | zero => simp
  | succ n ih =>
    rw [Finset.sum_range_succ, ih]
    by_cases h : n < j
    · simp only [h, decide_true, Bool.toNat_true]
      omega
    · simp only [h, decide_false, Bool.toNat_false]
      omega

/-- Across a cut, the Dicke amplitude is 1 when the ones on the left and on the right add up
to `k`, and 0 otherwise. -/
theorem cutMatrix_dicke (m n k : ℕ) (a : Fin m → Bool) (b : Fin n → Bool) :
    cutMatrix (dicke (m + n) k) a b = if weight a + weight b = k then 1 else 0 := by
  have h : weight (Fin.append a b) = weight a + weight b := by
    simp [weight, Fin.sum_univ_add]
  change (if weight (Fin.append a b) = k then (1 : ℂ) else 0) = _
  rw [h]

/-- At any cut, the rank of the Dicke amplitude matrix is the number of ways to share
`k` ones between the left and right blocks, counted by the number on the left. -/
theorem rank_dicke (m n k : ℕ) :
    (cutMatrix (m := m) (n := n) (dicke (m + n) k)).rank = (splits m n k).card := by
  apply le_antisymm
  · -- the matrix factors through the number of ones on the left
    let L : Matrix (Fin m → Bool) (splits m n k) ℂ :=
      Matrix.of fun a j => if weight a = (j : ℕ) then 1 else 0
    let R : Matrix (splits m n k) (Fin n → Bool) ℂ :=
      Matrix.of fun j b => if (j : ℕ) + weight b = k then 1 else 0
    have h : cutMatrix (dicke (m + n) k) = L * R := by
      ext a b
      rw [cutMatrix_dicke, Matrix.mul_apply]
      by_cases hab : weight a + weight b = k
      · have ha := weight_le a
        have hb := weight_le b
        have hs : weight a ∈ splits m n k := mem_splits.2 (by omega)
        rw [Finset.sum_eq_single (⟨weight a, hs⟩ : splits m n k)]
        · simp [L, R, hab]
        · intro x _ hx
          have hne : weight a ≠ (x : ℕ) := fun q => hx (Subtype.ext q.symm)
          simp [L, hne]
        · simp
      · rw [if_neg hab, Finset.sum_eq_zero]
        intro x _
        by_cases hx : weight a = (x : ℕ)
        · have hne : ¬ ((x : ℕ) + weight b = k) := by omega
          simp [R, hne]
        · simp [L, hx]
    rw [h]
    exact (Matrix.rank_mul_le_left _ _).trans
      ((Matrix.rank_le_card_width _).trans (by simp))
  · -- one representative string per weight selects an identity matrix
    let P : Matrix (splits m n k) (Fin m → Bool) ℂ :=
      Matrix.of fun j a => if a = fill m j then 1 else 0
    let Q : Matrix (Fin n → Bool) (splits m n k) ℂ :=
      Matrix.of fun b j => if b = fill n (k - j) then 1 else 0
    have key : ∀ (M : Matrix (Fin m → Bool) (Fin n → Bool) ℂ) (i j : splits m n k),
        (P * M * Q) i j = M (fill m i) (fill n (k - j)) := by
      intro M i j
      simp [P, Q, Matrix.mul_apply]
    have h : P * cutMatrix (dicke (m + n) k) * Q = 1 := by
      ext i j
      have hi := mem_splits.1 i.2
      have hj := mem_splits.1 j.2
      rw [key, cutMatrix_dicke, weight_fill, weight_fill, Matrix.one_apply]
      refine if_congr ?_ rfl rfl
      rw [Subtype.ext_iff]
      omega
    calc (splits m n k).card = (1 : Matrix (splits m n k) (splits m n k) ℂ).rank := by
          rw [Matrix.rank_one, Fintype.card_coe]
      _ = (P * cutMatrix (dicke (m + n) k) * Q).rank := by rw [h]
      _ ≤ (P * cutMatrix (dicke (m + n) k)).rank := Matrix.rank_mul_le_left _ _
      _ ≤ _ := Matrix.rank_mul_le_right _ _

/-- If both blocks have at least `k` sites, the Dicke amplitude matrix at the cut has rank
exactly `k + 1`. -/
theorem rank_dicke_eq {m n k : ℕ} (hm : k ≤ m) (hn : k ≤ n) :
    (cutMatrix (m := m) (n := n) (dicke (m + n) k)).rank = k + 1 := by
  have h : splits m n k = Finset.range (k + 1) := by
    ext j
    rw [mem_splits, Finset.mem_range]
    omega
  rw [rank_dicke, h, Finset.card_range]

/-- The `w`-th power of the shift matrix has entry 1 where the column index equals the row index
plus `w`, and 0 elsewhere. -/
theorem shift_pow (D w : ℕ) (i j : Fin D) :
    (shift D ^ w) i j = if (j : ℕ) = i + w then 1 else 0 := by
  induction w generalizing i j with
  | zero =>
    rw [pow_zero, Matrix.one_apply]
    refine if_congr ?_ rfl rfl
    rw [Fin.ext_iff]
    omega
  | succ w ih =>
    rw [pow_succ', Matrix.mul_apply]
    simp only [ih]
    by_cases h : (i : ℕ) + 1 < D
    · rw [Finset.sum_eq_single (⟨i + 1, h⟩ : Fin D)]
      · have e : (i : ℕ) + 1 + w = i + (w + 1) := by omega
        simp [shift, e]
      · intro x _ hx
        have hne : (x : ℕ) ≠ i + 1 := fun q => hx (Fin.ext q)
        simp [shift, hne]
      · simp
    · have hj := j.isLt
      rw [if_neg (by omega)]
      apply Finset.sum_eq_zero
      intro x _
      have hx := x.isLt
      have hne : (x : ℕ) ≠ i + 1 := by omega
      simp [shift, hne]

/-- The ordered product of site tensors along a string is the shift matrix to the power
of the number of ones. -/
theorem prod_siteTensor (D : ℕ) {N : ℕ} (s : Fin N → Bool) :
    (List.ofFn fun i => siteTensor D (s i)).prod = shift D ^ weight s := by
  induction N with
  | zero => simp [weight]
  | succ N ih =>
    have hw : weight s = (s 0).toNat + weight (fun i => s i.succ) := by
      simp [weight, Fin.sum_univ_succ]
    rw [List.ofFn_succ, List.prod_cons, ih (fun i => s i.succ), hw, pow_add]
    cases s 0 <;> simp [siteTensor]

/-- For bond dimension `D > k`, the shift-matrix MPS with boundary vectors at bond indices 0 and `k`
has exactly the amplitudes `dicke N k`. -/
theorem shift_mps_eq_dicke (N : ℕ) {D k : ℕ} (h : k < D) :
    mpsAmp (fun _ : Fin N => siteTensor D) (Pi.single ⟨0, by omega⟩ 1)
      (Pi.single ⟨k, h⟩ 1) = dicke N k := by
  have entry : ∀ (M : Matrix (Fin D) (Fin D) ℂ) (i j : Fin D),
      (Pi.single i 1 : Fin D → ℂ) ⬝ᵥ (M *ᵥ Pi.single j 1) = M i j := by
    intro M i j
    simp [dotProduct, Matrix.mulVec, Pi.single_apply]
  funext s
  unfold mpsAmp dicke
  rw [entry, prod_siteTensor, shift_pow]
  refine if_congr ?_ rfl rfl
  simp only [Nat.zero_add]
  exact eq_comm

/-- The amplitude matrix of an open-boundary MPS of bond dimension `D` has rank at most `D`
at every cut. -/
theorem rank_mps_le {m n D : ℕ} (A : Fin (m + n) → Bool → Matrix (Fin D) (Fin D) ℂ)
    (l r : Fin D → ℂ) : (cutMatrix (mpsAmp A l r)).rank ≤ D := by
  -- cut the ordered product into its left and right parts
  have h : cutMatrix (mpsAmp A l r) =
      (Matrix.of fun (a : Fin m → Bool) (i : Fin D) =>
        (l ᵥ* (List.ofFn fun p => A (Fin.castAdd n p) (a p)).prod) i) *
      (Matrix.of fun (i : Fin D) (b : Fin n → Bool) =>
        ((List.ofFn fun p => A (Fin.natAdd m p) (b p)).prod *ᵥ r) i) := by
    ext a b
    have hs : (List.ofFn fun i => A i (Fin.append a b i)) =
        (List.ofFn fun p : Fin m => A (Fin.castAdd n p) (Fin.append a b (Fin.castAdd n p))) ++
        (List.ofFn fun p : Fin n => A (Fin.natAdd m p) (Fin.append a b (Fin.natAdd m p))) := by
      apply List.ofFn_add
    simp only [Fin.append_left, Fin.append_right] at hs
    rw [Matrix.mul_apply]
    change l ⬝ᵥ ((List.ofFn fun i => A i (Fin.append a b i)).prod *ᵥ r) = _
    rw [hs, List.prod_append, ← Matrix.mulVec_mulVec, Matrix.dotProduct_mulVec]
    rfl
  rw [h]
  exact (Matrix.rank_mul_le_left _ _).trans
    ((Matrix.rank_le_card_width _).trans (by simp))

/-- If at most half of the `N` qubits are ones, the Dicke state has an open-boundary MPS of
bond dimension `D`, with tensors free to vary from site to site, exactly when `D ≥ k + 1`. -/
theorem dicke_mps_iff {N k : ℕ} (hN : 2 * k ≤ N) (D : ℕ) :
    (∃ (A : Fin N → Bool → Matrix (Fin D) (Fin D) ℂ) (l r : Fin D → ℂ),
      mpsAmp A l r = dicke N k) ↔ k + 1 ≤ D := by
  constructor
  · rintro ⟨A, l, r, h⟩
    -- cut after the first k sites
    obtain ⟨n, rfl⟩ := Nat.exists_eq_add_of_le (show k ≤ N by omega)
    have hr := rank_mps_le A l r
    rw [h, rank_dicke_eq le_rfl (by omega)] at hr
    exact hr
  · intro h
    exact ⟨_, _, _, shift_mps_eq_dicke N (show k < D by omega)⟩

end

end DickeMPS
```

```lean
#print axioms DickeMPS.dicke_mps_iff
```

```
'DickeMPS.dicke_mps_iff' depends on axioms: [propext, Classical.choice, Quot.sound]
```

## Strings, cuts and tensors as Lean objects

A basis string is a function `Fin N → Bool`, with `true` for a one, and a state is a complex function of strings. `weight` is the excitation number, often called the Hamming weight. `cutMatrix` evaluates a state on the concatenation `Fin.append a b`, so its rank is the Schmidt rank across the cut. `splits m n k` is the set $J$.

In `mpsAmp`, `A i b` is the matrix written $A_i^b$ above, and `l` and `r` are the boundary vectors. The product runs in site order, and `l` enters without complex conjugation. `shift D` raises the bond index when it acts on a row vector from the right; on column vectors it lowers it.

`rank_dicke` gives the rank at every cut as the size of `splits m n k`. `rank_dicke_eq` adds the hypotheses `k ≤ m` and `k ≤ n` and obtains `k + 1`. `dicke_mps_iff` assumes `2 * k ≤ N` and states that tensors and boundary vectors reproducing every amplitude exist exactly when `k + 1 ≤ D`.

## From the factorisation to the equivalence

`rank_dicke` proves two inequalities. In the first, the matrices `L` and `R` are those of the derivation; `Finset.sum_eq_single` keeps the term $j=w(a)$, and the rank of a product is bounded by the number of columns of `L`. In the second, `P` and `Q` select the strings built by `fill`. The step `key` evaluates the selected entry, `weight_fill` counts its ones, and `omega` settles the arithmetic that makes the selected matrix the identity.

`shift_pow` is the induction on the power of $S$, and `prod_siteTensor` is an induction on the chain length that removes the first site. `shift_mps_eq_dicke` then reads off the entry between bond indices 0 and `k`. In `rank_mps_le`, `List.ofFn_add` splits the list of matrices at the cut, and `Matrix.dotProduct_mulVec` moves the left product onto `l`. The final theorem combines this bound with `rank_dicke_eq` at $m=k$ for one direction, and uses the shift-matrix network for the other.

## Exact amplitudes at one common bond dimension

For $2k\le N$, the equivalence guarantees that no exact open-boundary MPS has $D\le k$, whatever its tensors, and that one exists for every larger $D$. Normalising the state only rescales `r`. For $k\ge2$, a code whose bond dimensions vary along the chain can use smaller ones near the ends; padding with zeros brings its network to the common-$D$ form, with $D$ its largest bond dimension.

Truncation to a smaller bond dimension is a separate question. The theorems concern exact equality of amplitudes and give no error for a smaller $D$; the Schmidt weights and the loss of $1/6$ quoted at the start come from a separate, unformalised calculation. Networks closed by a trace, as used for periodic chains, have a different form, to which the bound $\operatorname{rank}M\le D$ does not carry over as stated.
